# A real matrix on finitely many levels is doubly stochastic exactly when it never raises the sum of any convex function of the level values

A real matrix `D` mixes real values attached to a finite set of levels; the values may be negative and need not sum to one. The lemma says that `D` has non-negative entries and rows and columns summing to one exactly when, for every convex function φ on the real line and every vector y, the sum of φ over the entries of Dy is at most its sum over the entries of y. The forward direction uses an earlier lemma built on Jensen's inequality. For the converse, the attempt tests particular convex functions: max(−t, 0) on unit vectors gives non-negative entries, (t − 1)² on the constant vector 1 gives the row sums, and t and −t on unit vectors give the column sums.

An attempt in Lean 4 with a fault in it:

```lean
import Mathlib

open Matrix

namespace PopulationMixing

noncomputable section

variable {n : Type*} [Fintype n] [DecidableEq n]

/-- Doubly stochastic mixing conserves the total population. -/
theorem sum_mixed {D : Matrix n n ℝ} (hD : D ∈ doublyStochastic ℝ n) (y : n → ℝ) :
    ∑ i, (D *ᵥ y) i = ∑ j, y j := by
  obtain ⟨_, _, hcol⟩ := mem_doublyStochastic_iff_sum.1 hD
  simp only [Matrix.mulVec, dotProduct]
  rw [Finset.sum_comm]
  refine Finset.sum_congr rfl fun j _ => ?_
  rw [← Finset.sum_mul, hcol j, one_mul]

/-- Jensen's inequality for one level: a convex function of the mixed population is at most
the mixture of the function values. -/
theorem convex_mixed_le {D : Matrix n n ℝ} (hD : D ∈ doublyStochastic ℝ n)
    {s : Set ℝ} {φ : ℝ → ℝ} (hφ : ConvexOn ℝ s φ) {y : n → ℝ} (hy : ∀ j, y j ∈ s) (i : n) :
    φ ((D *ᵥ y) i) ≤ (D *ᵥ fun j => φ (y j)) i := by
  obtain ⟨hpos, hrow, _⟩ := mem_doublyStochastic_iff_sum.1 hD
  exact hφ.map_sum_le (t := Finset.univ) (w := D i) (p := y)
    (fun j _ => hpos i j) (hrow i) (fun j _ => hy j)

/-- Doubly stochastic mixing cannot raise the sum of a convex function over the levels. -/
theorem sum_convex_mixed_le {D : Matrix n n ℝ} (hD : D ∈ doublyStochastic ℝ n)
    {s : Set ℝ} {φ : ℝ → ℝ} (hφ : ConvexOn ℝ s φ) {y : n → ℝ} (hy : ∀ j, y j ∈ s) :
    ∑ i, φ ((D *ᵥ y) i) ≤ ∑ j, φ (y j) :=
  (Finset.sum_le_sum fun i _ => convex_mixed_le hD hφ hy i).trans_eq
    (sum_mixed hD fun j => φ (y j))

/-- A real matrix is doubly stochastic exactly when it never raises the sum of any convex
function on the real line, whatever vector it acts on. -/
theorem doublyStochastic_iff_sum_convex_le (D : Matrix n n ℝ) :
    D ∈ doublyStochastic ℝ n ↔
      ∀ φ : ℝ → ℝ, ConvexOn ℝ Set.univ φ → ∀ y : n → ℝ,
        ∑ i, φ ((D *ᵥ y) i) ≤ ∑ j, φ (y j) := by
  refine ⟨fun hD φ hφ y => sum_convex_mixed_le hD hφ fun _ => Set.mem_univ _, fun H => ?_⟩
  have hs : ∀ i j, (D *ᵥ (Pi.single j 1 : n → ℝ)) i = D i j := by
    intro i j
    simp [Matrix.mulVec, dotProduct, Pi.single_apply]
  refine mem_doublyStochastic_iff_sum.2 ⟨fun i j => ?_, fun i => ?_, fun j => ?_⟩
  · -- the negative part of a unit vector vanishes, hence so does that of each column
    have hc : ConvexOn ℝ Set.univ (fun t : ℝ => max (-t) 0) := by
      refine ⟨convex_univ, fun x _ y _ a b ha hb _ => ?_⟩
      simp only [smul_eq_mul]
      apply max_le
      · nlinarith [mul_le_mul_of_nonneg_left (le_max_left (-x) 0) ha,
          mul_le_mul_of_nonneg_left (le_max_left (-y) 0) hb]
      · positivity
    have h := H _ hc (Pi.single j 1)
    simp only [hs] at h
    have h0 : ∑ k, max (-(Pi.single j 1 : n → ℝ) k) 0 = 0 := by
      refine Finset.sum_eq_zero fun k _ => max_eq_right ?_
      rw [Pi.single_apply]
      split_ifs <;> norm_num
    have h1 := Finset.single_le_sum (f := fun k => max (-D k j) 0)
      (fun k _ => le_max_right _ _) (Finset.mem_univ i)
    have h2 := le_max_left (-D i j) 0
    simp only at h1
    linarith
  · -- the variance-like function (t - 1)² on the constant vector fixes the row sums
    have hc : ConvexOn ℝ Set.univ (fun t : ℝ => (t - 1) ^ 2) := by
      refine ⟨convex_univ, fun x _ y _ a b ha hb hab => ?_⟩
      obtain rfl : b = 1 - a := by linarith
      simp only [smul_eq_mul]
      nlinarith [mul_nonneg (mul_nonneg ha hb) (sq_nonneg (x - y))]
    have h := H _ hc (fun _ => 1)
    have hr : ∀ k, (D *ᵥ fun _ => (1 : ℝ)) k = ∑ j, D k j := by
      intro k
      simp [Matrix.mulVec, dotProduct]
    simp only [hr, sub_self, ne_eq, OfNat.ofNat_ne_zero, not_false_eq_true, zero_pow,
      Finset.sum_const_zero] at h
    have h1 := Finset.single_le_sum (f := fun k => (∑ j, D k j - 1) ^ 2)
      (fun k _ => sq_nonneg _) (Finset.mem_univ i)
    have h2 : (∑ j, D i j - 1) ^ 2 = 0 := le_antisymm (h1.trans h) (sq_nonneg _)
    linarith [pow_eq_zero_iff (two_ne_zero) |>.1 h2]
  · -- the two linear functions t and -t fix the column sums
    have h1 := H (fun t => t) (convexOn_id convex_univ) (Pi.single j 1)
    have h2 := H (fun t => -t) ⟨convex_univ, fun x _ y _ a b _ _ _ =>
      le_of_eq (by simp only [smul_eq_mul]; ring)⟩ (Pi.single j 1)
    have h3 : ∑ k, (Pi.single j 1 : n → ℝ) k = 1 := by simp [Pi.single_apply]
    simp only [hs, Finset.sum_neg_distrib] at h1 h2
    linarith

end

end PopulationMixing
```

The compiler's answer:

```
Main.lean:64:4: error: `simp` made no progress

Note: The target expression is not type-correct under the `implicit` transparency level, which may have triggered the failure. This is usually caused by unfolding of semireducible definitions in prior tactic steps. Use `set_option linter.tacticCheckInstances true` to investigate the source of the issue.
Full error:
  function expected
    D i
```

What went wrong. The error falls on `simp only at h1`, in the proof that the entries are non-negative. With no lemmas listed, the call was there only to apply the function `fun k => max (-D k j) 0` to its argument `i`. Lean had already done that when it formed the type of `h1`, which read `max (-D i j) 0 ≤ ∑ k, max (-D k j) 0` from the start. Nothing was left to simplify, and `simp` treats an unchanged hypothesis as an error.

The note about `D i` describes something else. `D` has type `Matrix n n ℝ`, which Lean does not unfold to a function type at the `implicit` transparency level, so a type check at that level rejects `D i` as an application. This did not cause the failure: an unapplied function in `h1` would have been reduced all the same, and in the column-sum step `simp only` rewrites sums of such entries without complaint.

The repair removes the `simp only` call, and that alone cures the error. The types now written on `h1` and `h2` spell out the inequalities that `linarith` uses; both hypotheses already had that form.

After these edits no error is left:

```diff
@@ -59,8 +59,8 @@
       rw [Pi.single_apply]
       split_ifs <;> norm_num
-    have h1 := Finset.single_le_sum (f := fun k => max (-D k j) 0)
-      (fun k _ => le_max_right _ _) (Finset.mem_univ i)
-    have h2 := le_max_left (-D i j) 0
-    simp only at h1
+    have h1 : max (-D i j) 0 ≤ ∑ k, max (-D k j) 0 :=
+      Finset.single_le_sum (f := fun k => max (-D k j) 0)
+        (fun k _ => le_max_right _ _) (Finset.mem_univ i)
+    have h2 : -D i j ≤ max (-D i j) 0 := le_max_left _ _
     linarith
   · -- the variance-like function (t - 1)² on the constant vector fixes the row sums
```
